# A superlattice with a nonsingular integer matrix has finitely many classes of lattice sites

In a crystal whose sites are labelled by integer vectors, a square integer matrix `M` picks out the superlattice of all vectors `M y` with `y` integer, and two sites are equivalent when they differ by such a vector. `finite_siteClasses` states that if `M` has nonzero determinant, there are finitely many classes of equivalent sites; mathematically, the quotient of ℤⁿ by the image of `M` is finite. The dimension is finite, and the statement does not give the number of classes. The attempt picks a representative of each class and sends the class to the representative's coordinates modulo |det `M`|. To show that this map is injective, it uses the adjugate of `M` to write the difference of two representatives with equal residues as a superlattice vector.

This version doesn't compile in Lean 4 with Mathlib:

```lean
import Mathlib

open Matrix

namespace FiniteSiteClasses

noncomputable section

variable {n : Type*} [Fintype n] [DecidableEq n] {M : Matrix n n ℤ} {Q : Set (n → ℝ)}

/-- The classes of lattice sites modulo the superlattice of all `M y`. -/
abbrev SiteClasses (M : Matrix n n ℤ) := (n → ℤ) ⧸ LinearMap.range M.mulVecLin

/-- The class of a site modulo the superlattice. -/
abbrev siteClass (M : Matrix n n ℤ) : (n → ℤ) →ₗ[ℤ] SiteClasses M :=
  (LinearMap.range M.mulVecLin).mkQ

/-- For nonsingular `M` there are finitely many site classes. -/
theorem finite_siteClasses (hM : M.det ≠ 0) : Finite (SiteClasses M) := by
  obtain ⟨r, hr⟩ := (Submodule.mkQ_surjective (LinearMap.range M.mulVecLin)).hasRightInverse
  haveI : NeZero M.det.natAbs := ⟨Int.natAbs_ne_zero.2 hM⟩
  -- sites congruent modulo `det M` lie in the same class
  refine Finite.of_injective (fun g i => (r g i : ZMod M.det.natAbs)) fun g h e => ?_
  have h2 : ∀ i, M.det ∣ r h i - r g i := fun i =>
    Int.natAbs_dvd.1 ((ZMod.intCast_eq_intCast_iff_dvd_sub _ _ _).1 (congrFun e i))
  choose t ht using h2
  have hmem : M.mulVecLin (M.adjugate *ᵥ t) = r h - r g := by
    rw [Matrix.mulVecLin_apply, Matrix.mulVec_mulVec, Matrix.mul_adjugate,
      Matrix.smul_mulVec, Matrix.one_mulVec]
    exact funext fun i => (ht i).symm
  exact ((hr h).symm.trans (((Submodule.Quotient.eq _).2 ⟨_, hmem⟩).trans (hr g))).symm

end

end FiniteSiteClasses
```

The compiler's answer:

```
Main.lean:21:2: warning: Try this: 
  haveI̵

The goal is a proposition, so `have` is preferred over `haveI`.
The difference between `have` and `haveI` is that `haveI` inlines the value.
But this is not relevant for proofs because of proof irrelevance.

Note: This linter can be disabled with `set_option linter.style.haveILetI false`
Main.lean:31:57: error: Invalid `⟨...⟩` notation: The expected type
  (Submodule.toAddSubmonoid ?m.199).toAddSubsemigroup.1 (?m.200 - ?m.201)
is not an inductive type

Note: This notation can only be used when the expected type is an inductive type with a single constructor
```

What went wrong. The error is in the last line, at `⟨_, hmem⟩`. This pair is meant to prove that `r h - r g` lies in the range of `M.mulVecLin`, but the submodule in `Submodule.Quotient.eq _` is left as a placeholder. Because `.trans` is applied to the result by dot notation, Lean must elaborate that equality first, without an expected type to fix the placeholder. The goal is then membership in an unknown submodule, the `?m.199` of the message, which Lean cannot unfold to an inductive type, so the angle brackets have nothing to build.

The repair states the equality of classes separately as `hc` and names the submodule explicitly. `LinearMap.mem_range.2` then asks for a vector and a proof that `M` sends it to the difference, which is what `⟨_, hmem⟩` supplies. The final line chains `hc` with the two facts about representatives; its new order merely avoids an outer `.symm`.

The warning is only about style: changing `haveI` to `have` is tidying and plays no part in curing the error.

The change, after which it compiles:

```diff
@@ -19,5 +19,5 @@
 theorem finite_siteClasses (hM : M.det ≠ 0) : Finite (SiteClasses M) := by
   obtain ⟨r, hr⟩ := (Submodule.mkQ_surjective (LinearMap.range M.mulVecLin)).hasRightInverse
-  haveI : NeZero M.det.natAbs := ⟨Int.natAbs_ne_zero.2 hM⟩
+  have : NeZero M.det.natAbs := ⟨Int.natAbs_ne_zero.2 hM⟩
   -- sites congruent modulo `det M` lie in the same class
   refine Finite.of_injective (fun g i => (r g i : ZMod M.det.natAbs)) fun g h e => ?_
@@ -29,5 +29,7 @@
       Matrix.smul_mulVec, Matrix.one_mulVec]
     exact funext fun i => (ht i).symm
-  exact ((hr h).symm.trans (((Submodule.Quotient.eq _).2 ⟨_, hmem⟩).trans (hr g))).symm
+  have hc : siteClass M (r h) = siteClass M (r g) :=
+    (Submodule.Quotient.eq (LinearMap.range M.mulVecLin)).2 (LinearMap.mem_range.2 ⟨_, hmem⟩)
+  exact (hr g).symm.trans (hc.symm.trans (hr h))
 
 end
```
